# A positive semidefinite perturbation of a Hermitian matrix never increases the number of levels at or below a fixed energy

A Hamiltonian is here a finite Hermitian matrix over ℂ, and its level count at a real energy c is the number of its eigenvalues that are at most c, with multiplicity. A state x is a column of complex amplitudes that need not be normalised, and B − A ≥ δ means that B − A − δ·1 is positive semidefinite.

In Lean 4 with Mathlib:

```lean
import Mathlib

open Matrix
open scoped ComplexOrder

namespace PositivePerturbation

noncomputable section

variable {n : Type*} [Fintype n] [DecidableEq n] {A B : Matrix n n ℂ}

/-- The real part of `x† A x`, for a column `x` that need not be normalised. -/
def expect (A : Matrix n n ℂ) (x : n → ℂ) : ℝ := (star x ⬝ᵥ A *ᵥ x).re

/-- The amplitudes of the state `x` in the orthonormal eigenbasis of the Hamiltonian `A`. -/
def amp (hA : A.IsHermitian) (x : n → ℂ) : n → ℂ :=
  (hA.eigenvectorUnitary : Matrix n n ℂ)ᴴ *ᵥ x

/-- The number of eigenvalues of `A` that are at most `c`, counted with multiplicity. -/
def levelCount (hA : A.IsHermitian) (c : ℝ) : ℕ :=
  Fintype.card {i // hA.eigenvalues i ≤ c}

/-- For `A = U D U†` with real diagonal `D`, `expect A x` is the sum of the diagonal entries of `D`
weighted by the squared moduli of the components of `U† x`. -/
theorem expect_conj (U : Matrix n n ℂ) (d : n → ℝ) (x : n → ℂ) :
    expect (U * diagonal (fun i => (d i : ℂ)) * Uᴴ) x = ∑ i, d i * ‖(Uᴴ *ᵥ x) i‖ ^ 2 := by
  have h : star x ⬝ᵥ (U * diagonal (fun i => (d i : ℂ)) * Uᴴ) *ᵥ x
      = star (Uᴴ *ᵥ x) ⬝ᵥ diagonal (fun i => (d i : ℂ)) *ᵥ (Uᴴ *ᵥ x) := by
    simp only [Matrix.star_mulVec, Matrix.conjTranspose_conjTranspose,
      ← Matrix.mulVec_mulVec, Matrix.dotProduct_mulVec]
  rw [expect, h]
  simp only [dotProduct, Matrix.mulVec_diagonal, Pi.star_apply, Complex.re_sum]
  refine Finset.sum_congr rfl fun i _ => ?_
  rw [Complex.sq_norm, Complex.normSq_apply]
  simp only [Complex.star_def, Complex.mul_re, Complex.mul_im, Complex.conj_re,
    Complex.conj_im, Complex.ofReal_re, Complex.ofReal_im]
  ring

/-- For Hermitian `A`, `expect A x` is the sum of the eigenvalues weighted by the squared moduli of
the amplitudes in the eigenbasis. -/
theorem expect_eq_sum (hA : A.IsHermitian) (x : n → ℂ) :
    expect A x = ∑ i, hA.eigenvalues i * ‖amp hA x i‖ ^ 2 := by
  have h : A = (hA.eigenvectorUnitary : Matrix n n ℂ)
      * diagonal (fun i => (hA.eigenvalues i : ℂ))
      * (hA.eigenvectorUnitary : Matrix n n ℂ)ᴴ := by
    have h := hA.spectral_theorem
    rw [Unitary.conjStarAlgAut_apply] at h
    exact h
  exact (congrArg (fun M => expect M x) h).trans (expect_conj _ _ x)

/-- The squared norm of a state is the sum of the squared moduli of its amplitudes in the
eigenbasis of a Hamiltonian. -/
theorem norm_eq_sum (hA : A.IsHermitian) (x : n → ℂ) :
    expect 1 x = ∑ i, ‖amp hA x i‖ ^ 2 := by
  have h : (1 : Matrix n n ℂ) = (hA.eigenvectorUnitary : Matrix n n ℂ)
      * diagonal (fun _ => ((1 : ℝ) : ℂ)) * (hA.eigenvectorUnitary : Matrix n n ℂ)ᴴ := by
    simp only [Complex.ofReal_one, Matrix.diagonal_one, mul_one]
    exact (Matrix.mem_unitaryGroup_iff.mp hA.eigenvectorUnitary.2).symm
  refine (congrArg (fun M => expect M x) h).trans ((expect_conj _ _ x).trans ?_)
  simp only [one_mul, amp]

/-- If `B - A` is bounded below by the real number `δ`, then `B` has at most as many eigenvalues
up to `c + δ` as `A` has up to `c`. -/
theorem levelCount_shift (hA : A.IsHermitian) (hB : B.IsHermitian) (δ : ℝ)
    (h : (B - A - (δ : ℂ) • (1 : Matrix n n ℂ)).PosSemidef) (c : ℝ) :
    levelCount hB (c + δ) ≤ levelCount hA c := by
  -- record the low amplitudes with respect to `A` and the high ones with respect to `B`
  let K : (n → ℂ) →ₗ[ℂ] ({j // hA.eigenvalues j ≤ c} → ℂ) ×
      ({i // ¬ hB.eigenvalues i ≤ c + δ} → ℂ) :=
    ((LinearMap.funLeft ℂ ℂ Subtype.val).comp
      (hA.eigenvectorUnitary : Matrix n n ℂ)ᴴ.mulVecLin).prod
    ((LinearMap.funLeft ℂ ℂ Subtype.val).comp
      (hB.eigenvectorUnitary : Matrix n n ℂ)ᴴ.mulVecLin)
  have hK : Function.Injective K := by
    refine (injective_iff_map_eq_zero K).mpr fun x hx => ?_
    have h1 : ∀ j, hA.eigenvalues j ≤ c → amp hA x j = 0 :=
      fun j hj => congrFun (congrArg Prod.fst hx) ⟨j, hj⟩
    have h2 : ∀ i, ¬ hB.eigenvalues i ≤ c + δ → amp hB x i = 0 :=
      fun i hi => congrFun (congrArg Prod.snd hx) ⟨i, hi⟩
    have hpos : 0 ≤ expect B x - expect A x - δ * expect 1 x := by
      have h3 := (Complex.le_def.mp (h.dotProduct_mulVec_nonneg x)).1
      simp only [Matrix.sub_mulVec, Matrix.smul_mulVec, dotProduct_sub, dotProduct_smul,
        smul_eq_mul, Complex.sub_re, Complex.re_ofReal_mul, Complex.zero_re] at h3
      exact h3
    -- only levels of `B` up to `c + δ` contribute to `expect B x`
    have hup : expect B x ≤ (c + δ) * expect 1 x := by
      rw [expect_eq_sum hB, norm_eq_sum hB, Finset.mul_sum]
      refine Finset.sum_le_sum fun i _ => ?_
      by_cases hi : hB.eigenvalues i ≤ c + δ
      · exact mul_le_mul_of_nonneg_right hi (sq_nonneg _)
      · rw [h2 i hi]; simp
    have hsum : ∑ j, (hA.eigenvalues j - c) * ‖amp hA x j‖ ^ 2
        = expect A x - c * expect 1 x := by
      rw [expect_eq_sum hA, norm_eq_sum hA, Finset.mul_sum, ← Finset.sum_sub_distrib]
      exact Finset.sum_congr rfl fun j _ => by ring
    have hterm : ∀ j ∈ Finset.univ, 0 ≤ (hA.eigenvalues j - c) * ‖amp hA x j‖ ^ 2 := by
      intro j _
      by_cases hj : hA.eigenvalues j ≤ c
      · rw [h1 j hj]; simp
      · exact mul_nonneg (by linarith [not_le.mp hj]) (sq_nonneg _)
    have hzero : ∑ j, (hA.eigenvalues j - c) * ‖amp hA x j‖ ^ 2 = 0 :=
      le_antisymm (by rw [hsum]; linarith) (Finset.sum_nonneg hterm)
    -- hence every amplitude with respect to `A` vanishes
    have hamp : amp hA x = 0 := by
      funext j
      by_cases hj : hA.eigenvalues j ≤ c
      · exact h1 j hj
      · have h4 := (Finset.sum_eq_zero_iff_of_nonneg hterm).mp hzero j (Finset.mem_univ j)
        have h5 : hA.eigenvalues j - c ≠ 0 := by linarith [not_le.mp hj] |> ne_of_gt
        exact norm_eq_zero.mp (pow_eq_zero_iff two_ne_zero |>.mp
          ((mul_eq_zero.mp h4).resolve_left h5))
    have hU : (hA.eigenvectorUnitary : Matrix n n ℂ)
        * (hA.eigenvectorUnitary : Matrix n n ℂ)ᴴ = 1 :=
      Matrix.mem_unitaryGroup_iff.mp hA.eigenvectorUnitary.2
    rw [← Matrix.one_mulVec x, ← hU, ← Matrix.mulVec_mulVec]
    exact (congrArg _ hamp).trans (Matrix.mulVec_zero _)
  -- compare dimensions
  have hd := LinearMap.finrank_le_finrank_of_injective hK
  simp only [Module.finrank_prod, Module.finrank_fintype_fun_eq_card] at hd
  rw [Fintype.card_subtype_compl] at hd
  have hle := Fintype.card_subtype_le (fun i => hB.eigenvalues i ≤ c + δ)
  unfold levelCount
  omega

/-- If `B - A` is positive semidefinite, then for every real `c` the number of eigenvalues of `B`
at most `c`, with multiplicity, does not exceed that of `A`. -/
theorem levelCount_mono (hA : A.IsHermitian) (hB : B.IsHermitian)
    (h : (B - A).PosSemidef) (c : ℝ) : levelCount hB c ≤ levelCount hA c := by
  have h0 := levelCount_shift hA hB 0
    (by rw [Complex.ofReal_zero, zero_smul, sub_zero]; exact h) c
  rwa [add_zero] at h0

/-- If `B - A` lies between `-ε` and `ε`, then the level count of `B` at `c` lies between the
level counts of `A` at `c - ε` and at `c + ε`. -/
theorem levelCount_window (hA : A.IsHermitian) (hB : B.IsHermitian) (ε : ℝ)
    (hlo : (B - A + (ε : ℂ) • (1 : Matrix n n ℂ)).PosSemidef)
    (hhi : (A - B + (ε : ℂ) • (1 : Matrix n n ℂ)).PosSemidef) (c : ℝ) :
    levelCount hA (c - ε) ≤ levelCount hB c ∧ levelCount hB c ≤ levelCount hA (c + ε) := by
  constructor
  · have h := levelCount_shift hB hA (-ε)
      (by rw [Complex.ofReal_neg, neg_smul, sub_neg_eq_add]; exact hhi) c
    rwa [← sub_eq_add_neg] at h
  · have h := levelCount_shift hA hB (-ε)
      (by rw [Complex.ofReal_neg, neg_smul, sub_neg_eq_add]; exact hlo) (c + ε)
    rwa [add_neg_cancel_right] at h

/-- The level counts of `B` never exceed those of `A` exactly when each eigenvalue of `A`, in
decreasing order, is at most the corresponding eigenvalue of `B`. -/
theorem levelCount_le_iff (hA : A.IsHermitian) (hB : B.IsHermitian) :
    (∀ c, levelCount hB c ≤ levelCount hA c) ↔
      ∀ k, hA.eigenvalues₀ k ≤ hB.eigenvalues₀ k := by
  have hc : ∀ {M : Matrix n n ℂ} (hM : M.IsHermitian) (c : ℝ), levelCount hM c
      = (Finset.univ.filter fun k => hM.eigenvalues₀ k ≤ c).card := by
    intro M hM c
    rw [← Fintype.card_subtype]
    exact Fintype.card_congr (Equiv.subtypeEquiv
      (Fintype.equivOfCardEq (Fintype.card_fin _)).symm fun i => Iff.rfl)
  constructor
  · intro h k
    by_contra hk
    have h0 := h (hB.eigenvalues₀ k)
    rw [hc, hc] at h0
    -- `B` has the levels from `k` on at or below the cut, `A` at most the levels after `k`
    have h1 : Finset.Ici k ⊆
        Finset.univ.filter fun j => hB.eigenvalues₀ j ≤ hB.eigenvalues₀ k := fun j hj =>
      Finset.mem_filter.mpr ⟨Finset.mem_univ j, hB.eigenvalues₀_antitone (Finset.mem_Ici.mp hj)⟩
    have h2 : (Finset.univ.filter fun j => hA.eigenvalues₀ j ≤ hB.eigenvalues₀ k)
        ⊆ Finset.Ioi k := by
      intro j hj
      refine Finset.mem_Ioi.mpr (not_le.mp fun hjk => hk ?_)
      exact (hA.eigenvalues₀_antitone hjk).trans (Finset.mem_filter.mp hj).2
    have h3 := Finset.card_le_card h1
    have h4 := Finset.card_le_card h2
    rw [Fin.card_Ici] at h3
    rw [Fin.card_Ioi] at h4
    have := k.isLt
    omega
  · intro h c
    rw [hc, hc]
    exact Finset.card_le_card fun k hk => Finset.mem_filter.mpr
      ⟨Finset.mem_univ k, (h k).trans (Finset.mem_filter.mp hk).2⟩

/-- If `B - A` is positive semidefinite and `A` and `B` have the same level count at every energy,
then `A = B`. -/
theorem eq_of_levelCount_eq (hA : A.IsHermitian) (hB : B.IsHermitian)
    (h : (B - A).PosSemidef) (hc : ∀ c, levelCount hA c = levelCount hB c) : A = B := by
  have h1 := (levelCount_le_iff hA hB).mp fun c => (hc c).ge
  have h2 := (levelCount_le_iff hB hA).mp fun c => (hc c).le
  have he : ∀ i, hA.eigenvalues i = hB.eigenvalues i := fun i => le_antisymm (h1 _) (h2 _)
  -- equal spectra give a perturbation of trace zero
  have ht : (B - A).trace = 0 := by
    rw [Matrix.trace_sub, hA.trace_eq_sum_eigenvalues, hB.trace_eq_sum_eigenvalues, sub_eq_zero]
    exact Finset.sum_congr rfl fun i _ => by rw [he i]
  exact (sub_eq_zero.mp (h.trace_eq_zero_iff.mp ht)).symm

end

end PositivePerturbation
```

```lean
#print axioms PositivePerturbation.levelCount_mono
-- 'PositivePerturbation.levelCount_mono' depends on axioms: [propext, Classical.choice, Quot.sound]
#print axioms PositivePerturbation.levelCount_window
-- 'PositivePerturbation.levelCount_window' depends on axioms: [propext, Classical.choice, Quot.sound]
#print axioms PositivePerturbation.eq_of_levelCount_eq
-- 'PositivePerturbation.eq_of_levelCount_eq' depends on axioms: [propext, Classical.choice, Quot.sound]
```

## Counts, energies and amplitudes

Write N_A(c) for the level count of A at energy c, which is `levelCount hA c` in the file. The argument `hA` is the proof that A is Hermitian, and Mathlib's eigenvalue list `hA.eigenvalues` is built from it. The list has one entry for each index in `n`, so a degenerate level appears as often as its multiplicity. A level exactly at c is counted.

The function `expect A x` is the real part of x†Ax. For a Hermitian matrix x†Ax is already real, so nothing is lost. Since x need not be normalised, the mean energy of a nonzero state is the quotient

⟨A⟩ = `expect A x` / `expect 1 x`,

where `expect 1 x` is the squared norm ‖x‖². The function `amp hA x` gives the components of U†x, where the columns of the unitary matrix U are orthonormal eigenvectors of A.

The main theorem, `levelCount_mono`, says that if B − A is positive semidefinite, then

N_B(c) ≤ N_A(c) for every real c.

It is the case δ = 0 of `levelCount_shift`, which assumes B − A ≥ δ for a real δ of either sign and concludes

N_B(c + δ) ≤ N_A(c).

## Repulsive terms and filled orbitals

The matrix B − A stands for a term added to the Hamiltonian whose expectation value is non-negative in every state, such as a potential that is nowhere negative, represented in a fixed orthonormal basis. For non-interacting fermions with one-particle Hamiltonian A in a finite orthonormal basis of spin-orbitals, N_A(μ) is the number of spin-orbitals filled at zero temperature when the chemical potential is μ and levels at μ count as filled; a positive semidefinite one-particle term cannot raise this number at fixed μ.

The two matrices have the same size and are written in the same orthonormal basis; they need not commute. The theorems do not treat a change of basis set, a generalised eigenvalue problem with an overlap matrix, or operators on an infinite-dimensional space.

## A state that would need too little energy

Let α_j be the eigenvalues of A and a_j the amplitudes of x in its eigenbasis, and let β_i and b_i be the same quantities for B. For A = UDU† with D diagonal,

x†Ax = (U†x)† D (U†x) = Σ_j α_j |a_j|².

The same calculation with D = 1 gives ‖x‖² = Σ_j |a_j|². Both formulas hold for B with β_i and b_i. In the file, `expect_conj` does the calculation for a general real diagonal, and `expect_eq_sum` and `norm_eq_sum` apply it to the spectral decomposition and to the identity 1 = UU†.

Now assume B − A ≥ δ, and take a state x with

a_j = 0 whenever α_j ≤ c, and b_i = 0 whenever β_i > c + δ.

Seen from A, this state contains only high levels; seen from B, it contains only low ones. The second condition gives

x†Bx = Σ_i β_i |b_i|² ≤ (c + δ) ‖x‖².

The assumption on B − A gives x†Bx − x†Ax − δ‖x‖² ≥ 0, and therefore

x†Ax ≤ x†Bx − δ‖x‖² ≤ c ‖x‖².

Subtracting c‖x‖² and expanding in the eigenbasis of A yields

Σ_j (α_j − c) |a_j|² ≤ 0.

No term of this sum is negative: where α_j ≤ c the amplitude vanishes, and elsewhere α_j − c is positive. Every term is therefore zero, so a_j = 0 also for the levels above c. All amplitudes vanish, and x = U(U†x) = 0.

It remains to count conditions. Let N be the size of the matrices. The two requirements on x are N_A(c) + (N − N_B(c + δ)) linear equations in N unknowns, and their only common solution is x = 0. There must then be at least N equations:

N ≤ N_A(c) + N − N_B(c + δ),

which is the claim.

The proof of `levelCount_shift` follows the same order. The facts `h1` and `h2` are the two vanishing conditions, `hpos` is the assumption on B − A evaluated in x, and `hup` is the upper bound on x†Bx. Then `hsum` and `hterm` rewrite the sum and show that its terms are non-negative, `hzero` concludes that it vanishes, and `hamp` that all amplitudes do.

## The injective map `K`

The proof turns on the linear map `K`, which turns the list of equations into a single object. It sends x to a pair: the A-amplitudes on levels at most c, and the B-amplitudes on levels above c + δ. Each half is a matrix acting on x followed by `LinearMap.funLeft ℂ ℂ Subtype.val`, which restricts a family of amplitudes to a subset of its indices.

The kernel of `K` is the intersection of two spectral subspaces, one belonging to B and one to A. A textbook argument would often build these subspaces, compute their dimensions and show that they meet only in zero. With `K` there are no subspaces to construct. Its target is a product of two coordinate spaces, whose dimension is the sum of two cardinalities, and `LinearMap.finrank_le_finrank_of_injective` states that an injective linear map cannot lead into a space of smaller dimension. The vanishing conditions are read off from `K x = 0` one component at a time.

The last step is arithmetic in the natural numbers, done by `omega`. It uses `hle`, the bound N_B(c + δ) ≤ N, because subtraction of natural numbers stops at zero.

## Bounded perturbations, sorted levels and equal spectra

If B − A lies between −ε and ε, the shifted inequality applies in both directions. From B − A ≥ −ε, taken at energy c + ε, follows N_B(c) ≤ N_A(c + ε). From A − B ≥ −ε, taken at energy c, follows N_A(c − ε) ≤ N_B(c). This is `levelCount_window`: an error in a finite Hamiltonian matrix that is bounded by ε in this sense displaces the counting function by at most ε in energy.

The theorem `levelCount_le_iff` translates counts into individual levels. Mathlib's `eigenvalues₀` lists the eigenvalues in decreasing order, with positions k = 0, …, N − 1, so that k = 0 is the highest level. In this numbering, N_B(c) ≤ N_A(c) for all c exactly when α_k ≤ β_k for all k.

For one direction, suppose the counts are ordered but α_k > β_k for some k. Cut at c = β_k. The levels of B at positions k, …, N − 1 are all at most c, so N_B(c) ≥ N − k. A level α_j ≤ c is smaller than α_k and so has j > k, which leaves N_A(c) ≤ N − k − 1. This contradicts the ordering of the counts. In the file, the sets `Finset.Ici k` and `Finset.Ioi k` express these two bounds. For the other direction, β_k ≤ c implies α_k ≤ c, so every position counted for B is also counted for A.

Together with `levelCount_mono`, this shows that a positive semidefinite perturbation lowers no sorted level: α_k ≤ β_k for every k.

Finally, `eq_of_levelCount_eq` says that a positive semidefinite perturbation which leaves every count unchanged is zero. Equal counts give α_k ≤ β_k and β_k ≤ α_k, so the spectra agree, and

tr(B − A) = Σ_k β_k − Σ_k α_k = 0.

The trace of a positive semidefinite matrix is the sum of its non-negative eigenvalues. If it vanishes, all of them do, and B − A = 0.

## Two levels pushed upwards

Take the matrices, written by rows,

A = [0, 0; 0, 2] and B = [1, 1; 1, 3].

Their difference has all entries equal to 1, and x†(B − A)x = |x₀ + x₁|² ≥ 0. The eigenvalues of A are 2 and 0. Those of B solve β² − 4β + 2 = 0, so they are 2 + √2 ≈ 3.414 and 2 − √2 ≈ 0.586. Both sorted levels have risen, and the rises 1.414 and 0.586 add up to 2, the trace of B − A. The counts are:

| c | N_A(c) | N_B(c) |
|---|---|---|
| 0 | 1 | 0 |
| 1 | 1 | 1 |
| 2 | 2 | 1 |
| 4 | 2 | 2 |

At c = 1 with δ = 0, the map `K` records two numbers. The first is the amplitude on the lower level of A, which is x₀ up to a phase. The second is the amplitude on the upper level of B, whose eigenvector is proportional to (1, 1 + √2); up to a phase it is

(x₀ + (1 + √2) x₁) / √(4 + 2√2).

If both vanish, then x₀ = 0 and hence x₁ = 0, so `K` is injective, as the proof requires.
